# Transversality and trace determine the coefficients of the Breit kernel

To say that a field has zero divergence at a point, we require that the partial derivatives in the divergence exist there and sum to zero. A default value assigned to a missing derivative therefore can't make a field transverse.

The field in question is a column of a two-parameter kernel for the magnetic interaction of two electrons. With separation x ≠ 0, distance r and unit vector n = x/r, the kernel is

K_ij(x) = (a δ_ij + b n_i n_j)/r.

The real coefficients a and b are constants, to be determined by transversality and a prescribed trace. For relativistic electronic-structure calculations, this identifies the Breit coefficients within this instantaneous, two-parameter family.

In Lean 4 with Mathlib:

```lean
import Mathlib

open Finset

namespace BreitKernel

noncomputable section
```

Cartesian indices run over 0, 1, 2, and `delta` is δ_ij.

```lean
/-- The Kronecker delta on the three Cartesian directions. -/
def delta (i j : Fin 3) : ℝ := if i = j then 1 else 0
```

A point is a function `x : Fin 3 → ℝ`, with its Euclidean length defined explicitly.

```lean
/-- The Euclidean length `r` of a vector in three-dimensional space. -/
def radius (x : Fin 3 → ℝ) : ℝ := √(∑ i, x i ^ 2)
```

The arguments of `kernel` are a, b, the point and the two indices.

```lean
/-- The kernel `(a δ_ij + b n_i n_j) / r` with `n = x / r`, meant for `x ≠ 0`. -/
def kernel (a b : ℝ) (x : Fin 3 → ℝ) (i j : Fin 3) : ℝ :=
  (a * delta i j + b * (x i / radius x) * (x j / radius x)) / radius x
```

In `HasDivergenceAt F d x`, the number `D i` is ∂_i F_i at x. `Function.update x i t` replaces coordinate i by t and keeps the others fixed.

```lean
/-- The vector field `F` has divergence `d` at `x`: its partial derivatives `∂_i F_i`
exist there and add up to `d`. -/
def HasDivergenceAt (F : (Fin 3 → ℝ) → Fin 3 → ℝ) (d : ℝ) (x : Fin 3 → ℝ) : Prop :=
  ∃ D : Fin 3 → ℝ,
    (∀ i, HasDerivAt (fun t => F (Function.update x i t) i) (D i) (x i)) ∧ ∑ i, D i = d
```

The comparison kernel belongs to a transverse photon in Coulomb gauge, without retardation and in Gaussian-type atomic units. For momentum q ≠ 0 it is

P_ij(q) = 4π(δ_ij − q_i q_j/q²)/q².

```lean
/-- The momentum-space kernel `4π (δ_ij - q_i q_j / q²) / q²`, meant for `q ≠ 0`. -/
def photonKernel (q : Fin 3 → ℝ) (i j : Fin 3) : ℝ :=
  4 * Real.pi * (delta i j - q i * q j / radius q ^ 2) / radius q ^ 2
```

Finally, α and β are the velocity operators of the two electrons, in units of the speed of light; here β is not the Dirac mass matrix. They are triples in an arbitrary real algebra, with no Dirac relations assumed. The interaction at fixed separation is V = −∑_ij K_ij α_i β_j.

```lean
/-- The interaction `-∑ α_i K_ij β_j` of two electrons with velocity operators `α` and `β` in units
of the speed of light, meant for `x ≠ 0`; `a = 1, b = 0` is the Gaunt operator and `a = b = 1/2` the
Breit operator. -/
def interaction {A : Type*} [Ring A] [Algebra ℝ A] (a b : ℝ) (α β : Fin 3 → A)
    (x : Fin 3 → ℝ) : A :=
  -∑ i, ∑ j, kernel a b x i j • (α i * β j)
```

## (a) The distance away from the origin

Show that x ≠ 0 implies

r > 0.

Some coordinate x_k is nonzero. The sum of squares is at least x_k² > 0, so its square root is positive. The proof picks the same coordinate.

```lean
/-- Away from the origin the distance `r` is positive. -/
theorem radius_pos {x : Fin 3 → ℝ} (hx : x ≠ 0) : 0 < radius x := by
  obtain ⟨k, hk⟩ := Function.ne_iff.mp hx
  have hk' : x k ≠ 0 := hk
  exact Real.sqrt_pos.mpr
    (Finset.sum_pos' (fun i _ => sq_nonneg (x i)) ⟨k, Finset.mem_univ k, by positivity⟩)
```

## (b) The squared distance

Show that

r² = x_0² + x_1² + x_2².

The sum under the root is nonnegative, so squaring the root returns it. `Real.sq_sqrt` is this step.

```lean
/-- The squared distance is the sum of the squared coordinates. -/
theorem radius_sq (x : Fin 3 → ℝ) : radius x ^ 2 = x 0 ^ 2 + x 1 ^ 2 + x 2 ^ 2 := by
  rw [radius, Real.sq_sqrt (Finset.sum_nonneg (fun i _ => sq_nonneg (x i))),
    Fin.sum_univ_three]
```

## (c) The dimensionless tensor

For x ≠ 0, show that

r K_ij = a δ_ij + b n_i n_j.

Multiply the definition by r and cancel, which (a) permits.

```lean
/-- Away from the origin, `r` times the kernel is the dimensionless tensor
`a δ_ij + b n_i n_j`. -/
theorem radius_mul_kernel (a b : ℝ) {x : Fin 3 → ℝ} (hx : x ≠ 0) (i j : Fin 3) :
    radius x * kernel a b x i j
      = a * delta i j + b * (x i / radius x) * (x j / radius x) := by
  unfold kernel
  rw [← mul_div_assoc]
  exact mul_div_cancel_left₀ _ (radius_pos hx).ne'
```

## (d) The partial derivatives

For x ≠ 0, show that

∂_k K_ij = −a δ_ij x_k/r³ + b(δ_ik x_j + δ_jk x_i)/r³ − 3b x_i x_j x_k/r⁵.

Differentiating r² gives 2r ∂_k r = 2x_k, hence ∂_k r = x_k/r. Therefore

∂_k(1/r) = −x_k/r³,
∂_k(1/r³) = −3x_k/r⁵.

Write K_ij = a δ_ij/r + b x_i x_j/r³ and apply the product rule, with ∂_k x_i = δ_ik. The three terms follow.

In the proof, `hc` differentiates a coordinate and `hR` the distance. The product and quotient rules are applied to the kernel as defined, and `field_simp` and `ring` bring the result to the stated form.

```lean
/-- The partial derivative `∂_k` of each entry of the kernel, at a point other than the
origin. -/
theorem kernel_partial (a b : ℝ) {x : Fin 3 → ℝ} (hx : x ≠ 0) (k i j : Fin 3) :
    HasDerivAt (fun t => kernel a b (Function.update x k t) i j)
      (-a * delta i j * x k / radius x ^ 3
        + b * (delta i k * x j + delta j k * x i) / radius x ^ 3
        - 3 * b * x i * x j * x k / radius x ^ 5) (x k) := by
  have hr : radius x ≠ 0 := (radius_pos hx).ne'
  -- derivative of a coordinate
  have hc : ∀ l, HasDerivAt (fun t => Function.update x k t l) (delta l k) (x k) := by
    intro l
    by_cases h : l = k
    · subst h
      have h1 : delta l l = 1 := if_pos rfl
      have e : (fun t => Function.update x l t l) = id := by
        funext t
        simp
      rw [h1, e]
      exact hasDerivAt_id (x l)
    · simpa [delta, h] using hasDerivAt_const (x k) (x l)
  -- derivative of the distance: `∂_k r = x_k / r`
  have hR : HasDerivAt (fun t => radius (Function.update x k t)) (x k / radius x) (x k) := by
    have hs : ∑ l, Function.update x k (x k) l ^ 2 ≠ 0 := by
      rw [Function.update_eq_self]
      exact (Real.sqrt_pos.mp (radius_pos hx)).ne'
    have h := (HasDerivAt.fun_sum (u := Finset.univ)
      (fun l _ => (hc l).fun_pow 2)).sqrt hs
    refine h.congr_deriv ?_
    simp [radius, delta, mul_div_mul_left]
  have hne : radius (Function.update x k (x k)) ≠ 0 := by
    rwa [Function.update_eq_self]
  -- product and quotient rules
  have h := (((((hc i).fun_div hR hne).const_mul b).fun_mul
    ((hc j).fun_div hR hne)).const_add (a * delta i j)).fun_div hR hne
  refine h.congr_deriv ?_
  simp only [Function.update_eq_self]
  field_simp
  ring
```

## (e) The divergence of a column

For x ≠ 0, show that column j satisfies

∑_i ∂_i K_ij = (b − a)x_j/r³.

Set k = i in (d) and sum over i. The three terms become

−a x_j/r³,
b(3x_j + x_j)/r³ = 4b x_j/r³,
−3b x_j r²/r⁵ = −3b x_j/r³.

Their sum is the required expression. The facts `h1` and `h2` contract the deltas, `h3` contracts the squared coordinates, and `linear_combination` adds the terms.

```lean
/-- Away from the origin, column `j` of the kernel has divergence `(b - a) x_j / r³`. -/
theorem kernel_divergence (a b : ℝ) {x : Fin 3 → ℝ} (hx : x ≠ 0) (j : Fin 3) :
    HasDivergenceAt (fun y i => kernel a b y i j) ((b - a) * x j / radius x ^ 3) x := by
  refine ⟨_, fun i => kernel_partial a b hx i i j, ?_⟩
  have hr : radius x ≠ 0 := (radius_pos hx).ne'
  have hδ : ∀ i, delta i i = 1 := fun i => if_pos rfl
  have h1 : delta 0 j * x 0 + delta 1 j * x 1 + delta 2 j * x 2 = x j := by
    fin_cases j <;> simp [delta]
  have h2 : delta j 0 * x 0 + delta j 1 * x 1 + delta j 2 * x 2 = x j := by
    fin_cases j <;> simp [delta]
  have h3 : (x 0 ^ 2 + x 1 ^ 2 + x 2 ^ 2) / radius x ^ 5 = 1 / radius x ^ 3 := by
    rw [← radius_sq]
    field_simp
  simp only [Fin.sum_univ_three, hδ]
  linear_combination (-a / radius x ^ 3) * h1 + (b / radius x ^ 3) * h2 - 3 * b * x j * h3
```

## (f) The trace

For x ≠ 0, show that

r ∑_i K_ii = 3a + b.

By (c), the left side is a ∑_i δ_ii + b ∑_i n_i². The first sum is 3, and the second is 1 because n is a unit vector, which is `hn` in the proof.

```lean
/-- Away from the origin, the trace of the kernel times `r` is `3a + b`. -/
theorem radius_mul_trace (a b : ℝ) {x : Fin 3 → ℝ} (hx : x ≠ 0) :
    radius x * ∑ i, kernel a b x i i = 3 * a + b := by
  have hδ : ∀ i, delta i i = 1 := fun i => if_pos rfl
  -- `n` is a unit vector
  have hn : (x 0 ^ 2 + x 1 ^ 2 + x 2 ^ 2) / radius x ^ 2 = 1 := by
    rw [← radius_sq]
    exact div_self (pow_ne_zero 2 (radius_pos hx).ne')
  rw [Finset.mul_sum]
  simp only [radius_mul_kernel a b hx, Fin.sum_univ_three, hδ]
  linear_combination b * hn
```

## (g) Transversality at one point

Fix any x ≠ 0. Show that all three columns have zero divergence at x exactly when

a = b.

If a = b, (e) gives zero. Conversely, choose k with x_k ≠ 0. Column k has divergence zero by assumption and (b − a)x_k/r³ by (e). Derivatives are unique, so the two values agree, and dividing out x_k/r³ leaves b = a. A column with x_j = 0 would give no information, hence the choice of k.

```lean
/-- At any given point other than the origin, all columns of the kernel are
divergence-free exactly when `a = b`. -/
theorem transverse_iff (a b : ℝ) {x : Fin 3 → ℝ} (hx : x ≠ 0) :
    (∀ j, HasDivergenceAt (fun y i => kernel a b y i j) 0 x) ↔ a = b := by
  constructor
  · intro h
    obtain ⟨k, hk⟩ := Function.ne_iff.mp hx
    have hk' : x k ≠ 0 := hk
    obtain ⟨D, hD, hD0⟩ := h k
    obtain ⟨E, hE, hE0⟩ := kernel_divergence a b hx k
    -- partial derivatives are unique, so the two divergences agree
    have hDE : ∑ i, D i = ∑ i, E i :=
      Finset.sum_congr rfl (fun i _ => (hD i).unique (hE i))
    have h0 : (b - a) * x k / radius x ^ 3 = 0 := by rw [← hE0, ← hDE, hD0]
    have h1 := (div_eq_zero_iff.mp h0).resolve_right (pow_ne_zero 3 (radius_pos hx).ne')
    have h2 := (mul_eq_zero.mp h1).resolve_right hk'
    linarith
  · intro h j
    have h' := kernel_divergence a b hx j
    have e : (b - a) * x j / radius x ^ 3 = 0 := by rw [h]; simp
    rw [e] at h'
    exact h'
```

## (h) Both coefficients

Fix any x ≠ 0. Show that the columns are divergence-free at x and ∑_i K_ii = 2/r exactly when

a = 1/2 and b = 1/2.

The prescribed trace is twice the Coulomb kernel 1/r, one share for each of the two transverse polarisations. By (f) it means 3a + b = 2, and by (g) transversality means a = b. Thus 4a = 2, and both coefficients are 1/2; these values conversely satisfy both equations. The proof rewrites the conditions in this way and leaves the linear equations to `linarith`.

The Gaunt choice a = 1, b = 0 fails both conditions.

```lean
/-- At any given point other than the origin, the kernel is transverse with trace `2 / r`
exactly when `a = b = 1/2`. -/
theorem breit_iff (a b : ℝ) {x : Fin 3 → ℝ} (hx : x ≠ 0) :
    ((∀ j, HasDivergenceAt (fun y i => kernel a b y i j) 0 x) ∧
      ∑ i, kernel a b x i i = 2 / radius x) ↔ a = 1 / 2 ∧ b = 1 / 2 := by
  rw [transverse_iff a b hx, eq_div_iff (radius_pos hx).ne', mul_comm _ (radius x),
    radius_mul_trace a b hx]
  constructor
  · rintro ⟨h1, h2⟩
    constructor <;> linarith
  · rintro ⟨h1, h2⟩
    constructor <;> linarith
```

## (i) The same two properties in momentum space

For q ≠ 0, show that

∑_i q_i P_ij = 0 for every j,
q² ∑_i P_ii = 8π.

For the first equation,

∑_i q_i P_ij = 4π(q_j − q² q_j/q²)/q² = 0.

For the second, the trace of δ_ij − q_i q_j/q² is 3 − 1 = 2, which the prefactor turns into 8π. In the proof, `hd` contracts the delta and `hn` states that q/|q| has unit length.

The link to (h) is the inverse Fourier transform, with measure d³q/(2π)³, used here only as motivation: it takes 4π/q² to 1/r, hence the trace 8π/q² to 2/r, and multiplication by q_i to a derivative, up to a constant factor.

```lean
/-- For `q ≠ 0` the momentum-space kernel is orthogonal to `q`, and its trace times `q²`
is `8π`. -/
theorem photonKernel_transverse_trace {q : Fin 3 → ℝ} (hq : q ≠ 0) :
    (∀ j, ∑ i, q i * photonKernel q i j = 0) ∧
      radius q ^ 2 * ∑ i, photonKernel q i i = 8 * Real.pi := by
  have hr : radius q ^ 2 ≠ 0 := pow_ne_zero 2 (radius_pos hq).ne'
  have hn : (q 0 ^ 2 + q 1 ^ 2 + q 2 ^ 2) / radius q ^ 2 = 1 := by
    rw [← radius_sq]
    exact div_self hr
  constructor
  · intro j
    have hd : q 0 * delta 0 j + q 1 * delta 1 j + q 2 * delta 2 j = q j := by
      fin_cases j <;> simp [delta]
    simp only [photonKernel, Fin.sum_univ_three]
    linear_combination (4 * Real.pi / radius q ^ 2) * hd
      - (4 * Real.pi * q j / radius q ^ 2) * hn
  · have e : ∀ i, radius q ^ 2 * photonKernel q i i
        = 4 * Real.pi * (1 - q i * q i / radius q ^ 2) := by
      intro i
      have hδ : delta i i = 1 := if_pos rfl
      unfold photonKernel
      rw [hδ, ← mul_div_assoc]
      exact mul_div_cancel_left₀ _ hr
    rw [Finset.mul_sum]
    simp only [e, Fin.sum_univ_three]
    linear_combination (-4 * Real.pi) * hn
```

## (j) The operator form

For x ≠ 0, show that

r V = −(a α·β + b (α·n)(β·n)).

Insert (c) into the definition of V. The delta term collapses to a ∑_i α_i β_i, and the other factorises:

b ∑_ij n_i n_j α_i β_j = b (∑_i n_i α_i)(∑_j n_j β_j).

Real coefficients commute with the operators, and each α_i stays to the left of β_j, so no commutation between the electrons is needed. The proof expands both sums, and `module` compares coefficients.

With the values from (h), this is the Breit operator V = −[α·β + (α·n)(β·n)]/(2r); the Gaunt choice gives −α·β/r.

```lean
/-- Away from the origin, `r` times the interaction is `-(a α·β + b (α·n)(β·n))`. -/
theorem radius_smul_interaction {A : Type*} [Ring A] [Algebra ℝ A] (a b : ℝ)
    (α β : Fin 3 → A) {x : Fin 3 → ℝ} (hx : x ≠ 0) :
    radius x • interaction a b α β x
      = -(a • ∑ i, α i * β i
        + b • ((∑ i, (x i / radius x) • α i) * ∑ j, (x j / radius x) • β j)) := by
  simp only [interaction, smul_neg, Finset.smul_sum, smul_smul, radius_mul_kernel a b hx]
  -- expand both contractions and compare coefficients of `α_i β_j`
  simp [delta, Fin.sum_univ_three, add_mul, mul_add]
  module

end

end BreitKernel
```

```lean
#print axioms BreitKernel.breit_iff
#print axioms BreitKernel.photonKernel_transverse_trace
#print axioms BreitKernel.radius_smul_interaction
```

```
'BreitKernel.breit_iff' depends on axioms: [propext, Classical.choice, Quot.sound]
'BreitKernel.photonKernel_transverse_trace' depends on axioms: [propext, Classical.choice, Quot.sound]
'BreitKernel.radius_smul_interaction' depends on axioms: [propext, Classical.choice, Quot.sound]
```
